# A Lower Bound for the Ultrasoft Overlap Operator with Diagonal Charges

Let $E$ be a complex inner product space whose inner product $\langle x,y\rangle$ is conjugate-linear in $x$ and linear in $y$. Let $p_a$ be a finite, nonempty family of unit vectors in $E$, the projectors, and let $q_a$ be real numbers, the augmentation charges. The overlap operator is

$$S x = x + \sum_a q_a \langle p_a,x\rangle\, p_a .$$

A charge is the squared norm of an all-electron partial wave minus that of its pseudo partner, both taken inside the augmentation sphere, so it is negative when the pseudo wave has the larger norm there. A nonzero projector that is not normalised can be rescaled to unit length if its charge is multiplied by $\|p_a\|^2$.

Two numbers control the bound. The number $k\ge 0$ limits how negative the charges are: $q_a\ge -k$ for every $a$. The number $s$ limits how strongly each projector overlaps with the rest: $\sum_{b\ne a}|\langle p_a,p_b\rangle|\le s$ for every $a$. Under these hypotheses,

$$\langle x,Sx\rangle \ge \bigl(1-k(1+s)\bigr)\|x\|^2 \quad\text{for all } x\in E.$$

Ultrasoft and projector augmented-wave calculations solve $Hx=\varepsilon Sx$ for orbitals normalised by $\langle x,Sx\rangle=1$. If $S$ is positive definite, every nonzero vector can be scaled to meet this condition. For finitely many unit projectors with diagonal charges, $k(1+s)<1$ is sufficient for $S$ to be positive definite.

## From Gram row sums to the bound

Since $\langle x,p_a\rangle$ is the conjugate of $\langle p_a,x\rangle$, the expectation value is real:

$$\langle x,Sx\rangle=\|x\|^2+\sum_a q_a|\langle p_a,x\rangle|^2 .$$

Negative charges lower this value, so the proof bounds the projections from above. Write $G_{ab}=|\langle p_a,p_b\rangle|$. This matrix is symmetric, its diagonal entries are 1, and each of its rows sums to at most $1+s$. For any complex coefficients $c_a$, the inequality $2|c_a||c_b|\le|c_a|^2+|c_b|^2$ gives

$$\Bigl\|\sum_a c_a p_a\Bigr\|^2\le\sum_{a,b}|c_a||c_b|G_{ab}\le\tfrac12\sum_{a,b}\bigl(|c_a|^2+|c_b|^2\bigr)G_{ab}=\sum_a|c_a|^2\sum_b G_{ab}\le(1+s)\sum_a|c_a|^2 .$$

The equality uses the symmetry of $G$.

Now choose $c_a=\langle p_a,x\rangle$, and set $y=\sum_a c_a p_a$ and $T=\sum_a|c_a|^2$. Then $\langle y,x\rangle=\sum_a\overline{c_a}\,c_a=T$, and the Cauchy–Schwarz inequality gives

$$T^2\le\|y\|^2\|x\|^2\le(1+s)\,T\,\|x\|^2 .$$

If $T>0$, division by $T$ yields $T\le(1+s)\|x\|^2$. If $T=0$, the same inequality holds because $s\ge0$: a nonempty family has at least one overlap sum, and that sum is nonnegative. Finally,

$$\sum_a q_a|c_a|^2\ge -kT\ge -k(1+s)\|x\|^2,$$

which proves the claim.

## Consequences and the extremal pair

By Cauchy–Schwarz again, $(1-k(1+s))\|x\|^2\le\langle x,Sx\rangle\le\|x\|\,\|Sx\|$. Hence $\|Sx\|\ge(1-k(1+s))\|x\|$, where $x=0$ is trivial. If $k(1+s)<1$ and $Sx=Sy$, applying this to $x-y$ gives $x=y$, so $S$ is injective.

The constant is attained by two projectors $p_0,p_1$ with $\langle p_0,p_1\rangle=s\ge0$ and both charges equal to $-k$. Each projector has inner product $1+s$ with $p_0+p_1$, so

$$S(p_0+p_1)=(p_0+p_1)-k(1+s)(p_0+p_1)=\bigl(1-k(1+s)\bigr)(p_0+p_1).$$

The vector is nonzero because $1+s>0$. The corresponding vector of unit norm $\|\cdot\|$ is $(p_0+p_1)/\sqrt{2(1+s)}$.

## The operator and its expectation value in Lean

The type `E` is the state space and the finite type `ι` labels the projectors. `E` may have any dimension, so finite basis sets are included.

```lean
import Mathlib

open scoped InnerProductSpace

namespace UltrasoftOverlapBound

noncomputable section

variable {E ι : Type*} [NormedAddCommGroup E] [InnerProductSpace ℂ E] [Fintype ι]
```

The definition makes $S$ a complex-linear map, with the two proof fields checking additivity and homogeneity. The charges form a function `q : ι → ℝ`, so a Hermitian charge matrix $q_{ab}$ with off-diagonal entries must first be brought to diagonal form, for instance by a unitary change of projectors. The new projectors are then rescaled to unit length, with their charges adjusted as above, and any that vanish are dropped.

```lean
/-- The overlap operator `S = 1 + ∑ q_a |p_a⟩⟨p_a|` with projectors `p_a` and real
augmentation charges `q_a`. -/
def overlap (p : ι → E) (q : ι → ℝ) : E →ₗ[ℂ] E where
  toFun x := x + ∑ a, ((q a : ℂ) * ⟪p a, x⟫_ℂ) • p a
  map_add' x y := by
    simp only [inner_add_right, mul_add, add_smul, Finset.sum_add_distrib]
    abel
  map_smul' c x := by
    simp only [inner_smul_right, smul_add, Finset.smul_sum, smul_smul, RingHom.id_apply]
    congr 1
    exact Finset.sum_congr rfl fun a _ => by rw [mul_left_comm]
```

The next lemma writes $\langle x,x\rangle$ as the real number $\|x\|^2$, embedded in $\mathbb C$.

```lean
/-- The inner product of a vector with itself is the real number `‖x‖²`. -/
theorem inner_self_real (x : E) : ⟪x, x⟫_ℂ = ((‖x‖ ^ 2 : ℝ) : ℂ) :=
  (inner_self_eq_norm_sq_to_K (𝕜 := ℂ) x).trans (Complex.ofReal_pow _ _).symm
```

The expansion of $\langle x,Sx\rangle$ is an equality of complex numbers whose right-hand side is a real number cast to $\mathbb C$. It therefore also records that the expectation value is real. `Complex.mul_conj` turns the product of a projection and its conjugate into a squared modulus.

```lean
/-- The expectation value of the overlap operator is real: it is the plain norm squared plus
the charges weighted by the squared projections. -/
theorem overlap_expectation (p : ι → E) (q : ι → ℝ) (x : E) :
    ⟪x, overlap p q x⟫_ℂ = ((‖x‖ ^ 2 + ∑ a, q a * ‖⟪p a, x⟫_ℂ‖ ^ 2 : ℝ) : ℂ) := by
  have hS : overlap p q x = x + ∑ a, ((q a : ℂ) * ⟪p a, x⟫_ℂ) • p a := rfl
  rw [hS, inner_add_right, inner_sum, inner_self_real, Complex.ofReal_add, Complex.ofReal_sum]
  congr 1
  refine Finset.sum_congr rfl fun a _ => ?_
  rw [inner_smul_right, ← inner_conj_symm x (p a), mul_assoc, Complex.mul_conj,
    Complex.normSq_eq_norm_sq, Complex.ofReal_mul]
```

## The Gram estimate and its dual

In the overlap hypothesis `h`, `Finset.univ.erase a` is the set of all labels except $a$. Inside the proof, `row` adds the diagonal entry to obtain $1+s$, and `swap` expresses the symmetry of $G$. The `calc` chain then follows the displayed inequalities, with `nlinarith` using $(|c_a|-|c_b|)^2G_{ab}\ge0$.

```lean
/-- For unit projectors, if the moduli of each one's overlaps with the others sum to at most `s`,
then any superposition of them has norm squared at most `1 + s` times the sum of the squared moduli
of its coefficients. -/
theorem norm_sq_superposition_le [DecidableEq ι] {p : ι → E} {s : ℝ} (hp : ∀ a, ‖p a‖ = 1)
    (h : ∀ a, ∑ b ∈ Finset.univ.erase a, ‖⟪p a, p b⟫_ℂ‖ ≤ s) (c : ι → ℂ) :
    ‖∑ a, c a • p a‖ ^ 2 ≤ (1 + s) * ∑ a, ‖c a‖ ^ 2 := by
  have self (y : E) : ‖⟪y, y⟫_ℂ‖ = ‖y‖ ^ 2 := by
    rw [inner_self_real, Complex.norm_real, Real.norm_of_nonneg (sq_nonneg _)]
  -- row sums of the Gram matrix, diagonal included
  have row (a : ι) : ∑ b, ‖⟪p a, p b⟫_ℂ‖ ≤ 1 + s := by
    have t : ‖⟪p a, p a⟫_ℂ‖ + ∑ b ∈ Finset.univ.erase a, ‖⟪p a, p b⟫_ℂ‖
        = ∑ b, ‖⟪p a, p b⟫_ℂ‖ :=
      Finset.add_sum_erase _ (fun b => ‖⟪p a, p b⟫_ℂ‖) (Finset.mem_univ a)
    rw [self, hp a] at t
    linarith [h a]
  have swap : ∑ a, ∑ b, ‖c b‖ ^ 2 * ‖⟪p a, p b⟫_ℂ‖ / 2
      = ∑ a, ∑ b, ‖c a‖ ^ 2 * ‖⟪p a, p b⟫_ℂ‖ / 2 := by
    rw [Finset.sum_comm]
    exact Finset.sum_congr rfl fun a _ => Finset.sum_congr rfl fun b _ => by
      rw [norm_inner_symm (p b) (p a)]
  calc ‖∑ a, c a • p a‖ ^ 2
      ≤ ∑ a, ∑ b, ‖c a‖ * ‖c b‖ * ‖⟪p a, p b⟫_ℂ‖ := by
        rw [← self, sum_inner]
        refine (norm_sum_le _ _).trans (Finset.sum_le_sum fun a _ => ?_)
        rw [inner_sum]
        refine (norm_sum_le _ _).trans (Finset.sum_le_sum fun b _ => le_of_eq ?_)
        rw [inner_smul_left, inner_smul_right, norm_mul, norm_mul, RCLike.norm_conj]
        ring
    _ ≤ ∑ a, ∑ b, (‖c a‖ ^ 2 * ‖⟪p a, p b⟫_ℂ‖ / 2 + ‖c b‖ ^ 2 * ‖⟪p a, p b⟫_ℂ‖ / 2) := by
        refine Finset.sum_le_sum fun a _ => Finset.sum_le_sum fun b _ => ?_
        nlinarith [mul_nonneg (sq_nonneg (‖c a‖ - ‖c b‖)) (norm_nonneg ⟪p a, p b⟫_ℂ)]
    _ = ∑ a, ‖c a‖ ^ 2 * ∑ b, ‖⟪p a, p b⟫_ℂ‖ := by
        simp only [Finset.sum_add_distrib]
        rw [swap, ← Finset.sum_add_distrib]
        refine Finset.sum_congr rfl fun a _ => ?_
        rw [← Finset.sum_add_distrib, Finset.mul_sum]
        exact Finset.sum_congr rfl fun b _ => by ring
    _ ≤ ∑ a, ‖c a‖ ^ 2 * (1 + s) :=
        Finset.sum_le_sum fun a _ => mul_le_mul_of_nonneg_left (row a) (sq_nonneg _)
    _ = (1 + s) * ∑ a, ‖c a‖ ^ 2 := by rw [← Finset.sum_mul, mul_comm]
```

The dual estimate assumes `Nonempty ι`, from which `hs` derives $s\ge0$. The equation `e` is $\langle y,x\rangle=T$, `hT` is Cauchy–Schwarz, and the case split separates $T=0$ from $T>0$.

```lean
/-- For a nonempty family of unit projectors, if the moduli of each one's overlaps with the others
sum to at most `s`, then the squared moduli of the projections `⟨p_a, x⟩` of any vector `x` sum to
at most `(1 + s) ‖x‖²`. -/
theorem sum_projections_le [DecidableEq ι] [Nonempty ι] {p : ι → E} {s : ℝ}
    (hp : ∀ a, ‖p a‖ = 1) (h : ∀ a, ∑ b ∈ Finset.univ.erase a, ‖⟪p a, p b⟫_ℂ‖ ≤ s) (x : E) :
    ∑ a, ‖⟪p a, x⟫_ℂ‖ ^ 2 ≤ (1 + s) * ‖x‖ ^ 2 := by
  have hs : 0 ≤ s := by
    obtain ⟨a⟩ := ‹Nonempty ι›
    exact (Finset.sum_nonneg fun _ _ => norm_nonneg _).trans (h a)
  have hsyn := norm_sq_superposition_le hp h (fun a => ⟪p a, x⟫_ℂ)
  have hT0 : 0 ≤ ∑ a, ‖⟪p a, x⟫_ℂ‖ ^ 2 := Finset.sum_nonneg fun _ _ => sq_nonneg _
  have e : ⟪∑ a, ⟪p a, x⟫_ℂ • p a, x⟫_ℂ = ((∑ a, ‖⟪p a, x⟫_ℂ‖ ^ 2 : ℝ) : ℂ) := by
    rw [sum_inner, Complex.ofReal_sum]
    refine Finset.sum_congr rfl fun a _ => ?_
    rw [inner_smul_left, mul_comm, Complex.mul_conj, Complex.normSq_eq_norm_sq]
  -- Cauchy-Schwarz between the state and its projected superposition
  have hT := norm_inner_le_norm (𝕜 := ℂ) (∑ a, ⟪p a, x⟫_ℂ • p a) x
  rw [e, Complex.norm_real, Real.norm_of_nonneg hT0] at hT
  rcases hT0.eq_or_lt with h0 | hpos
  · rw [← h0]
    exact mul_nonneg (by linarith) (sq_nonneg _)
  · refine le_of_mul_le_mul_left ?_ hpos
    have h1 := mul_self_le_mul_self hT0 hT
    have h2 := mul_le_mul_of_nonneg_right hsyn (sq_nonneg ‖x‖)
    linarith
```

## The lower bound, the norm bound and injectivity

The main theorem takes the real part, `.re`, because inequalities are stated between real numbers; by `overlap_expectation` nothing is lost. Here `h1` uses $q_a\ge-k$, and `h2` multiplies the projection estimate by $k\ge0$.

```lean
/-- Lower bound on the overlap operator: take a nonempty family of unit projectors, with the moduli
of each one's overlaps with the others summing to at most `s`. If `k ≥ 0` and no charge lies below
`-k`, then the real part of `⟨x, S x⟩` is at least `(1 - k (1 + s)) ‖x‖²` for every vector `x`. -/
theorem overlap_lower_bound [DecidableEq ι] [Nonempty ι] {p : ι → E} {q : ι → ℝ} {s k : ℝ}
    (hp : ∀ a, ‖p a‖ = 1) (h : ∀ a, ∑ b ∈ Finset.univ.erase a, ‖⟪p a, p b⟫_ℂ‖ ≤ s)
    (hk : 0 ≤ k) (hq : ∀ a, -k ≤ q a) (x : E) :
    (1 - k * (1 + s)) * ‖x‖ ^ 2 ≤ (⟪x, overlap p q x⟫_ℂ).re := by
  rw [overlap_expectation, Complex.ofReal_re]
  have h1 : -k * ∑ a, ‖⟪p a, x⟫_ℂ‖ ^ 2 ≤ ∑ a, q a * ‖⟪p a, x⟫_ℂ‖ ^ 2 := by
    rw [Finset.mul_sum]
    exact Finset.sum_le_sum fun a _ => mul_le_mul_of_nonneg_right (hq a) (sq_nonneg _)
  have h2 := mul_le_mul_of_nonneg_left (sum_projections_le hp h x) hk
  linarith
```

The norm bound treats $x=0$ separately and otherwise cancels one factor $\|x\|$.

```lean
/-- Norm bound: take a nonempty family of unit projectors, with the moduli of each one's overlaps
with the others summing to at most `s`. If `k ≥ 0` and no charge lies below `-k`, then `‖S x‖ ≥ (1 -
k (1 + s)) ‖x‖` for every vector `x`. -/
theorem overlap_norm_lower_bound [DecidableEq ι] [Nonempty ι] {p : ι → E} {q : ι → ℝ}
    {s k : ℝ} (hp : ∀ a, ‖p a‖ = 1)
    (h : ∀ a, ∑ b ∈ Finset.univ.erase a, ‖⟪p a, p b⟫_ℂ‖ ≤ s)
    (hk : 0 ≤ k) (hq : ∀ a, -k ≤ q a) (x : E) :
    (1 - k * (1 + s)) * ‖x‖ ≤ ‖overlap p q x‖ := by
  rcases eq_or_ne x 0 with rfl | hx
  · simp
  · refine le_of_mul_le_mul_left ?_ (norm_pos_iff.mpr hx)
    have h1 := overlap_lower_bound hp h hk hq x
    have h2 := Complex.re_le_norm ⟪x, overlap p q x⟫_ℂ
    have h3 := norm_inner_le_norm (𝕜 := ℂ) x (overlap p q x)
    linarith
```

Injectivity adds the hypothesis `hks`, which is $k(1+s)<1$. Two distinct vectors with the same image would contradict the norm bound for their difference.

```lean
/-- Injectivity: take a nonempty family of unit projectors, with the moduli of each one's overlaps
with the others summing to at most `s`. If `k ≥ 0`, no charge lies below `-k` and `k (1 + s) < 1`,
then the overlap operator sends distinct vectors to distinct vectors. -/
theorem overlap_injective [DecidableEq ι] [Nonempty ι] {p : ι → E} {q : ι → ℝ} {s k : ℝ}
    (hp : ∀ a, ‖p a‖ = 1) (h : ∀ a, ∑ b ∈ Finset.univ.erase a, ‖⟪p a, p b⟫_ℂ‖ ≤ s)
    (hk : 0 ≤ k) (hq : ∀ a, -k ≤ q a) (hks : k * (1 + s) < 1) :
    Function.Injective (overlap p q) := by
  intro x y hxy
  by_contra hne
  have b := overlap_norm_lower_bound hp h hk hq (x - y)
  rw [map_sub, hxy, sub_self, norm_zero] at b
  have hpos := mul_pos (sub_pos.mpr hks) (norm_pos_iff.mpr (sub_ne_zero.mpr hne))
  linarith
```

## Attaining the constant

The sharpness theorem has three parts: both overlap sums equal $s$, the vector $p_0+p_1$ is nonzero, and it satisfies the eigenvalue equation. The algebra holds for every real $k$; for $k\ge0$ the eigenvalue is the constant in the lower bound.

```lean
/-- Sharpness: for two unit projectors with real overlap `s ≥ 0` and equal charges `-k`, the
overlap sums equal `s` and the nonzero state `p₀ + p₁` is an eigenvector of `S` with
eigenvalue `1 - k (1 + s)`. -/
theorem overlap_bound_sharp {p : Fin 2 → E} {s : ℝ} (k : ℝ) (hp : ∀ a, ‖p a‖ = 1)
    (hs : 0 ≤ s) (h01 : ⟪p 0, p 1⟫_ℂ = (s : ℂ)) :
    (∀ a, ∑ b ∈ Finset.univ.erase a, ‖⟪p a, p b⟫_ℂ‖ = s) ∧ p 0 + p 1 ≠ 0 ∧
      overlap p (fun _ => -k) (p 0 + p 1)
        = ((1 - k * (1 + s) : ℝ) : ℂ) • (p 0 + p 1) := by
  have h10 : ⟪p 1, p 0⟫_ℂ = (s : ℂ) := by
    rw [← inner_conj_symm, h01, Complex.conj_ofReal]
  have hd (a : Fin 2) : ⟪p a, p a⟫_ℂ = 1 := by
    rw [inner_self_real, hp a, one_pow, Complex.ofReal_one]
  have e0 : Finset.univ.erase (0 : Fin 2) = {1} := by decide
  have e1 : Finset.univ.erase (1 : Fin 2) = {0} := by decide
  refine ⟨Fin.forall_fin_two.mpr ⟨?_, ?_⟩, ?_, ?_⟩
  · rw [e0, Finset.sum_singleton, h01, Complex.norm_real, Real.norm_of_nonneg hs]
  · rw [e1, Finset.sum_singleton, h10, Complex.norm_real, Real.norm_of_nonneg hs]
  · intro h0
    have t : ⟪p 0, p 0 + p 1⟫_ℂ = 0 := by rw [h0, inner_zero_right]
    rw [inner_add_right, hd, h01] at t
    have t' : 1 + s = 0 := by exact_mod_cast t
    linarith
  · have hS : overlap p (fun _ => -k) (p 0 + p 1) = (p 0 + p 1) +
        ∑ a, (((-k : ℝ) : ℂ) * ⟪p a, p 0 + p 1⟫_ℂ) • p a := rfl
    rw [hS, Fin.sum_univ_two, inner_add_right, inner_add_right, hd, hd, h01, h10]
    push_cast
    module
```

A concrete pair in $\mathbb C^2$ shows that these conditions can be met by projectors that are neither orthogonal nor parallel.

```lean
/-- Two tilted projectors in `ℂ²`: `(1, 0)` and `(3/5, 4/5)`. -/
def tiltedPair : Fin 2 → EuclideanSpace ℂ (Fin 2) :=
  ![!₂[1, 0], !₂[3 / 5, 4 / 5]]
```

The last theorem verifies the unit norms and the overlap $3/5$. With $s=3/5$, the eigenvalue of the sharpness theorem is $1-8k/5$, and $(2,1)/\sqrt5$ is an eigenvector of unit norm $\|\cdot\|$.

```lean
/-- The tilted pair consists of unit vectors with overlap `3/5`. -/
theorem tiltedPair_witness :
    (∀ a, ‖tiltedPair a‖ = 1) ∧ ⟪tiltedPair 0, tiltedPair 1⟫_ℂ = ((3 / 5 : ℝ) : ℂ) := by
  refine ⟨Fin.forall_fin_two.mpr ⟨?_, ?_⟩, ?_⟩
  · rw [EuclideanSpace.norm_eq, Real.sqrt_eq_one]
    simp [tiltedPair, Fin.sum_univ_two]
  · rw [EuclideanSpace.norm_eq, Real.sqrt_eq_one]
    simp [tiltedPair, Fin.sum_univ_two]
    norm_num
  · simp [tiltedPair, PiLp.inner_apply, Fin.sum_univ_two]

end

end UltrasoftOverlapBound
```

```lean
#print axioms UltrasoftOverlapBound.overlap_lower_bound
#print axioms UltrasoftOverlapBound.overlap_injective
#print axioms UltrasoftOverlapBound.overlap_bound_sharp
```

```
'UltrasoftOverlapBound.overlap_lower_bound' depends on axioms: [propext, Classical.choice, Quot.sound]
'UltrasoftOverlapBound.overlap_injective' depends on axioms: [propext, Classical.choice, Quot.sound]
'UltrasoftOverlapBound.overlap_bound_sharp' depends on axioms: [propext, Classical.choice, Quot.sound]
```
